# Removing the null eigenvectors of the overlap matrix preserves the span of the excited functions

Let finitely many excitations τ_i act on a reference ψ, and let S be the overlap matrix of the functions y_i = τ_i ψ. Take an orthonormal basis of eigenvectors of S and use each one with a nonzero eigenvalue s_k as the coefficients of a combination of the y_i, divided by √s_k. These combinations are orthonormal and span the same space as all the y_i. A residual is therefore orthogonal to every y_i exactly when it is orthogonal to every retained combination.

In internally contracted multireference coupled cluster, this removes redundant projection conditions: for a fixed reference, a finite set of excitations and eigenvalues that are exactly zero, a given residual satisfies the retained conditions exactly when it satisfies all of them. It does not show that the amplitudes of the discarded combinations can be dropped from the exponential of the cluster operator. Such a combination of excitations gives zero on ψ, but it can give a nonzero result after another excitation has acted.

## Finitely many excitations on one reference

The index type `ι` labels the excitations. The functions live in a complex inner-product space `E` of any dimension, and ψ need not be normalised. The inner product is conjugate-linear in its first argument. For amplitudes t, write

Y(t) = Σ_i t_i y_i,  S_ij = ⟨y_i, y_j⟩.

In Lean these are `combine τ ψ t` and `overlap τ ψ`.

```lean
import Mathlib

open Matrix

namespace InternallyContractedCC

noncomputable section

variable {ι E : Type*} [Fintype ι] [NormedAddCommGroup E] [InnerProductSpace ℂ E]

/-- The overlap (Gram) matrix of the excited functions `τ i ψ`. -/
def overlap (τ : ι → E →ₗ[ℂ] E) (ψ : E) : Matrix ι ι ℂ :=
  Matrix.of fun i j => inner ℂ (τ i ψ) (τ j ψ)

/-- The combination of excited functions with amplitudes `t`. -/
def combine (τ : ι → E →ₗ[ℂ] E) (ψ : E) (t : ι → ℂ) : E :=
  ∑ i, t i • τ i ψ
```

Finiteness makes Y(t) an ordinary sum; an infinite family would raise questions of convergence. It also makes U a finite square matrix, which is needed below to pass from U†U = 1 to UU† = 1. The linearity of the τ_i is part of the physical setting, but the argument uses only the vectors y_i.

The eigenvectors are the columns U_k of a matrix U. The structure `IsEigenbasis` contains the two conditions on them, U†U = 1 and S U_k = s_k U_k with s_k real. Such a decomposition exists because S is Hermitian, but here it is an input. With

z_k = Y(U_k) = Σ_i U_ik y_i,

`canonical` is the scaled vector c_k = z_k/√s_k.

```lean
/-- The columns of `U` are orthonormal eigenvectors of `S` with real eigenvalues `s`. -/
structure IsEigenbasis [DecidableEq ι] (S U : Matrix ι ι ℂ) (s : ι → ℝ) : Prop where
  unitary : Uᴴ * U = 1
  eigen : ∀ k, S *ᵥ (fun i => U i k) = (s k : ℂ) • (fun i => U i k)

/-- The combination of excited functions given by column `k` of `U`, scaled by `1/√(s k)`;
meant for `s k > 0`. -/
def canonical (τ : ι → E →ₗ[ℂ] E) (ψ : E) (U : Matrix ι ι ℂ) (s : ι → ℝ) (k : ι) : E :=
  (((√(s k))⁻¹ : ℝ) : ℂ) • combine τ ψ (fun i => U i k)
```

## Only the zero vector has zero norm

This property of the inner product lets overlaps detect linear dependence. By hand,

(S t)_i = Σ_j ⟨y_i, y_j⟩ t_j = ⟨y_i, Y(t)⟩,

⟨Y(t), Y(u)⟩ = Σ_i t_i* (S u)_i = t†S u.

If Y(t) = 0, the first line gives S t = 0. Conversely, if S t = 0, the second gives ‖Y(t)‖² = t†S t = 0, and hence Y(t) = 0.

The first two lemmas are these two lines. The third is the redundancy criterion, and its use of `inner_self_eq_zero` is where definiteness enters. With a merely semidefinite form, S t = 0 would show only that Y(t) has zero norm, not that it vanishes.

```lean
/-- The overlap matrix applied to amplitudes gives the projections of their combination
onto the excited functions. -/
theorem overlap_mulVec (τ : ι → E →ₗ[ℂ] E) (ψ : E) (t : ι → ℂ) (i : ι) :
    (overlap τ ψ *ᵥ t) i = inner ℂ (τ i ψ) (combine τ ψ t) := by
  simp only [Matrix.mulVec, dotProduct, overlap, combine, Matrix.of_apply, inner_sum,
    inner_smul_right]
  exact Finset.sum_congr rfl fun j _ => mul_comm _ _

/-- The inner product of two combinations is the overlap form of their amplitudes. -/
theorem inner_combine (τ : ι → E →ₗ[ℂ] E) (ψ : E) (t u : ι → ℂ) :
    inner ℂ (combine τ ψ t) (combine τ ψ u) = star t ⬝ᵥ (overlap τ ψ *ᵥ u) := by
  simp only [dotProduct, overlap_mulVec]
  conv_lhs => rw [combine, sum_inner]
  exact Finset.sum_congr rfl fun i _ => inner_smul_left _ _ _

/-- Amplitudes are redundant, producing the zero vector from the reference, exactly when
the overlap matrix annihilates them. -/
theorem combine_eq_zero_iff (τ : ι → E →ₗ[ℂ] E) (ψ : E) (t : ι → ℂ) :
    combine τ ψ t = 0 ↔ overlap τ ψ *ᵥ t = 0 := by
  constructor
  · intro h
    funext i
    rw [overlap_mulVec, h, inner_zero_right, Pi.zero_apply]
  · intro h
    -- the squared norm of the combination is the overlap form
    rw [← inner_self_eq_zero (𝕜 := ℂ), inner_combine, h, dotProduct_zero]
```

## The columns of U are eigenvectors of the overlap

The eigenvalue equation and U†U = 1 together make the combinations z_k mutually orthogonal:

⟨z_k, z_l⟩ = U_k†S U_l = s_l U_k†U_l = s_k δ_kl.

For k = l this reads s_k = ‖z_k‖² ≥ 0, so nonnegativity is derived, not assumed.

In `inner_eigen_combine`, `h.eigen l` replaces S U_l by s_l U_l, and `hu` reads U_k†U_l as an entry of the identity matrix. Without the eigenvalue equation, U = 1 would be allowed; the z_k would then be the original y_k, which generally overlap.

```lean
variable [DecidableEq ι] {τ : ι → E →ₗ[ℂ] E} {ψ : E} {U : Matrix ι ι ℂ} {s : ι → ℝ}

/-- Combinations built from the overlap eigenvectors are mutually orthogonal, and their
squared norms are the eigenvalues. -/
theorem inner_eigen_combine (h : IsEigenbasis (overlap τ ψ) U s) (k l : ι) :
    inner ℂ (combine τ ψ (fun i => U i k)) (combine τ ψ (fun i => U i l)) =
      if k = l then (s k : ℂ) else 0 := by
  have hu : star (fun i => U i k) ⬝ᵥ (fun i => U i l) = (1 : Matrix ι ι ℂ) k l := by
    rw [← h.unitary]
    rfl
  rw [inner_combine, h.eigen l, dotProduct_smul, hu, Matrix.one_apply]
  by_cases hkl : k = l
  · subst hkl
    simp
  · simp [hkl]

/-- The eigenvalues of the overlap matrix are nonnegative. -/
theorem eigenvalue_nonneg (h : IsEigenbasis (overlap τ ψ) U s) (k : ι) : 0 ≤ s k := by
  have h2 := inner_self_nonneg (𝕜 := ℂ) (x := combine τ ψ (fun i => U i k))
  rw [inner_eigen_combine h, if_pos rfl] at h2
  simpa using h2
```

## The matrix U is unitary

Unitarity means that the change from the original amplitudes to the eigenvector amplitudes loses nothing. Since U is square, U†U = 1 implies UU† = 1, and so

Σ_k U_ik* z_k = Σ_j (Σ_k U_jk U_ik*) y_j = Σ_j (UU†)_ji y_j = y_i.

In the proof, `mul_eq_one_comm` supplies UU† = 1, and `Finset.sum_comm` exchanges the two sums.

Without unitarity the result fails even for two orthonormal functions. There S = 1, so two equal unit columns both satisfy the eigenvalue equation, yet they give the same combination twice: neither an orthogonal pair nor a spanning one.

```lean
/-- Each excited function is recovered from the eigenvector combinations. -/
theorem excited_eq_sum (h : IsEigenbasis (overlap τ ψ) U s) (i : ι) :
    τ i ψ = ∑ k, star (U i k) • combine τ ψ (fun j => U j k) := by
  have hU : U * Uᴴ = 1 := mul_eq_one_comm.mp h.unitary
  symm
  calc ∑ k, star (U i k) • combine τ ψ (fun j => U j k)
      = ∑ j, (U * Uᴴ) j i • τ j ψ := by
        simp only [combine, Finset.smul_sum, smul_smul, Matrix.mul_apply, Finset.sum_smul,
          Matrix.conjTranspose_apply]
        rw [Finset.sum_comm]
        exact Finset.sum_congr rfl fun j _ => Finset.sum_congr rfl fun k _ => by
          rw [mul_comm]
    _ = τ i ψ := by
        rw [hU]
        simp [Matrix.one_apply]
```

## Only nonzero eigenvalues are retained

A zero eigenvalue marks a redundant direction: S U_k = 0, so z_k = 0 by the redundancy criterion. A nonzero eigenvalue is positive, and

⟨c_k, c_l⟩ = s_k δ_kl/(√s_k √s_l) = δ_kl.

Each c_k is a combination of the y_i. In the other direction, the terms with z_k = 0 drop out of the expansion of y_i, and the rest have z_k = √s_k c_k:

y_i = Σ_{k: s_k ≠ 0} U_ik* √s_k c_k.

The two spans are therefore equal. In Lean the retained indices form the subtype `{k // s k ≠ 0}`. The main theorem proves orthonormality by the cases k = l and k ≠ l, then the two inclusions of spans; the second inclusion splits on `s k = 0`.

If the zero eigenvalues were kept, their combinations could not be normalised; Lean's convention 0⁻¹ = 0 would make `canonical` the zero vector there. Discarding a small positive eigenvalue, as a numerical threshold does, is a different operation: it removes a unit vector from an orthonormal set and so shrinks the span.

```lean
/-- Canonical orthogonalization: the scaled combinations with nonzero overlap eigenvalue are
orthonormal and span the same space as all the excited functions. -/
theorem canonical_orthogonalization (h : IsEigenbasis (overlap τ ψ) U s) :
    Orthonormal ℂ (fun k : {k // s k ≠ 0} => canonical τ ψ U s k) ∧
    Submodule.span ℂ (Set.range fun k : {k // s k ≠ 0} => canonical τ ψ U s k) =
      Submodule.span ℂ (Set.range fun i => τ i ψ) := by
  have hroot : ∀ k, s k ≠ 0 → √(s k) ≠ 0 := fun k hk =>
    (Real.sqrt_pos.mpr (lt_of_le_of_ne (eigenvalue_nonneg h k) (Ne.symm hk))).ne'
  constructor
  · rw [orthonormal_iff_ite]
    rintro ⟨k, hk⟩ ⟨l, hl⟩
    simp only [canonical, inner_smul_left, inner_smul_right, inner_eigen_combine h,
      Complex.conj_ofReal, Subtype.mk.injEq]
    by_cases hkl : k = l
    · subst hkl
      have hscale : ∀ a x : ℝ, a ≠ 0 → a * a = x → a⁻¹ * (a⁻¹ * x) = 1 := by
        rintro a _ ha rfl
        field_simp
      have h1 := hscale _ _ (hroot k hk) (Real.mul_self_sqrt (eigenvalue_nonneg h k))
      simp only [if_true]
      exact_mod_cast h1
    · simp [hkl]
  · apply le_antisymm
    · rw [Submodule.span_le]
      rintro _ ⟨k, rfl⟩
      exact Submodule.smul_mem _ _ (Submodule.sum_mem _ fun i _ =>
        Submodule.smul_mem _ _ (Submodule.subset_span ⟨i, rfl⟩))
    · rw [Submodule.span_le]
      rintro _ ⟨i, rfl⟩
      change τ i ψ ∈ _
      rw [excited_eq_sum h i]
      refine Submodule.sum_mem _ fun k _ => Submodule.smul_mem _ _ ?_
      by_cases hk : s k = 0
      · -- a zero eigenvalue belongs to a vanishing combination
        have hz : combine τ ψ (fun j => U j k) = 0 := by
          rw [combine_eq_zero_iff, h.eigen k, hk, Complex.ofReal_zero, zero_smul]
        rw [hz]
        exact Submodule.zero_mem _
      · -- otherwise the scaling can be undone
        have hc : combine τ ψ (fun j => U j k) = (√(s k) : ℂ) • canonical τ ψ U s k := by
          rw [canonical, smul_smul, ← Complex.ofReal_mul, mul_inv_cancel₀ (hroot k hk),
            Complex.ofReal_one, one_smul]
        rw [hc]
        exact Submodule.smul_mem _ _ (Submodule.subset_span ⟨⟨k, hk⟩, rfl⟩)
```

For any vector r, the expansion of y_i gives

⟨y_i, r⟩ = Σ_{k: s_k ≠ 0} U_ik √s_k ⟨c_k, r⟩,

so r is orthogonal to all y_i if it is orthogonal to all retained c_k. The converse holds because each c_k is a combination of the y_i. Lean reaches the same equivalence through spans: `orthogonal_iff_span` says that r is orthogonal to a family exactly when the family's span lies in the orthogonal complement of r, and `residual_iff` then exchanges the two equal spans. Here r is an arbitrary vector, and no cluster equation is solved.

Orthonormal vectors are linearly independent, so the number of nonzero eigenvalues, counted with multiplicity, is the dimension of the space spanned by the y_i. This is `card_retained`.

```lean
omit [Fintype ι] [DecidableEq ι] in
/-- A vector is orthogonal to a family exactly when the span of the family lies in the
orthogonal complement of that vector. -/
theorem orthogonal_iff_span (v : ι → E) (r : E) :
    (∀ i, inner ℂ (v i) r = 0) ↔
      Submodule.span ℂ (Set.range v) ≤ (Submodule.span ℂ {r}).orthogonal := by
  rw [Submodule.span_le, Set.range_subset_iff]
  simp only [SetLike.mem_coe, Submodule.mem_orthogonal_singleton_iff_inner_left]

/-- A residual is orthogonal to all excited functions exactly when it is orthogonal to the
scaled combinations with nonzero overlap eigenvalue. -/
theorem residual_iff (h : IsEigenbasis (overlap τ ψ) U s) (r : E) :
    (∀ i, inner ℂ (τ i ψ) r = 0) ↔
      ∀ k : {k // s k ≠ 0}, inner ℂ (canonical τ ψ U s k) r = 0 := by
  rw [orthogonal_iff_span (fun i => τ i ψ) r,
    orthogonal_iff_span (fun k : {k // s k ≠ 0} => canonical τ ψ U s k) r,
    (canonical_orthogonalization h).2]

/-- The number of nonzero overlap eigenvalues is the dimension of the space spanned by the
excited functions. -/
theorem card_retained (h : IsEigenbasis (overlap τ ψ) U s) :
    Fintype.card {k // s k ≠ 0} =
      Module.finrank ℂ (Submodule.span ℂ (Set.range fun i => τ i ψ)) := by
  rw [← (canonical_orthogonalization h).2]
  exact (finrank_span_eq_card (canonical_orthogonalization h).1.linearIndependent).symm
```

## Two dependent functions that satisfy the conditions

As a toy example, take the reference 1 in the one-dimensional space ℂ, and operators that multiply it by 3 and by 4. They are not physical excitations, since they change the reference only by a factor. The overlap matrix has rows (9, 12) and (12, 16). Its eigenvector (3/5, 4/5) has eigenvalue 25 and gives z = 5, which scales to c = 1. The eigenvector (−4/5, 3/5) has eigenvalue 0 and gives z = 0. The last theorem verifies both conditions of `IsEigenbasis` entry by entry.

```lean
/-- Two operators that multiply the reference `1` by `3` and by `4` have an overlap matrix with the
stated orthonormal eigenvectors and eigenvalues `25` and `0`. -/
theorem isEigenbasis_witness :
    IsEigenbasis
      (overlap (fun i : Fin 2 => (![3, 4] i : ℂ) • (LinearMap.id : ℂ →ₗ[ℂ] ℂ)) 1)
      !![3/5, -4/5; 4/5, 3/5] ![25, 0] := by
  -- the numerals are real, hence fixed by conjugation
  have h3 : (starRingEnd ℂ) 3 = 3 := Complex.ext (by simp) (by simp)
  have h4 : (starRingEnd ℂ) 4 = 4 := Complex.ext (by simp) (by simp)
  have h5 : (starRingEnd ℂ) 5 = 5 := Complex.ext (by simp) (by simp)
  constructor
  · ext i j
    fin_cases i <;> fin_cases j <;>
      simp [Matrix.mul_apply, Fin.sum_univ_succ, h3, h4, h5] <;> norm_num
  · intro k
    ext i
    fin_cases k <;> fin_cases i <;>
      simp [overlap, Matrix.mulVec, dotProduct, Fin.sum_univ_succ, h3, h4] <;> norm_num

end

end InternallyContractedCC
```

```lean
#print axioms InternallyContractedCC.overlap_mulVec
#print axioms InternallyContractedCC.residual_iff
#print axioms InternallyContractedCC.card_retained
```

```
'InternallyContractedCC.overlap_mulVec' depends on axioms: [propext, Classical.choice, Quot.sound]
'InternallyContractedCC.residual_iff' depends on axioms: [propext, Classical.choice, Quot.sound]
'InternallyContractedCC.card_retained' depends on axioms: [propext, Classical.choice, Quot.sound]
```
